# Longitudinal plane waves at the phonon frequency solve the linearised Newton equation of an evenly spaced chain of equal point charges

The theorem `planeWave_newton` concerns an infinite classical chain of ions with unit mass, charge and spacing, whose Coulomb forces are linearised in the displacements along the chain. It states that the wave cos(qj − ωt), with ω = √D(q) and D(q) = ∑ 4(1 − cos(qn))/n³ over n ≥ 1, obeys Newton's equation at every ion j and time t, for every real q. In Lean this is a pair of derivatives: the displacement has derivative ω sin(qj − ωt), and this velocity has derivative minus `restoringForce`. The proof shows term by term that `restoringForce` multiplies the wave by D(q), and combines this with ω² = D(q) and the chain rule.

An attempt in Lean 4 with a fault in it:

```lean
import Mathlib

open Filter Topology

namespace PlaneWaveNewton

noncomputable section

/-- Stiffness of a pair of unit charges at distance `r > 0`, for longitudinal displacements. -/
def pairStiffness (r : ℝ) : ℝ := 2 / r ^ 3

/-- Minus the linearised force on ion `j` of a chain with unit spacing, when the ions are displaced
along the chain by a bounded `u`; the sum runs over the pairs of neighbours at distance `n + 1`. -/
def restoringForce (u : ℤ → ℝ) (j : ℤ) : ℝ :=
  ∑' n : ℕ, pairStiffness ((n : ℝ) + 1) * (2 * u j - u (j + (n + 1)) - u (j - (n + 1)))

/-- Contribution of the two neighbours at distance `n + 1` to the squared phonon frequency. -/
def bondTerm (q : ℝ) (n : ℕ) : ℝ :=
  4 * (1 - Real.cos (q * ((n : ℝ) + 1))) / ((n : ℝ) + 1) ^ 3

/-- The dynamical function `D(q)`, the sum of `4 (1 - cos (q n)) / n ^ 3` over `n ≥ 1`. -/
def D (q : ℝ) : ℝ := ∑' n : ℕ, bondTerm q n

/-- Phonon frequency at wave number `q`, for ions of unit mass. -/
def frequency (q : ℝ) : ℝ := Real.sqrt (D q)

theorem bondTerm_nonneg (q : ℝ) (n : ℕ) : 0 ≤ bondTerm q n := by
  have h := Real.cos_le_one (q * ((n : ℝ) + 1))
  exact div_nonneg (by linarith) (by positivity)

/-- The travelling wave `cos (q j - ω t)` with `ω = frequency q` solves Newton's equation of the
chain: its velocity is `ω sin (q j - ω t)`, its acceleration is minus `restoringForce`. -/
theorem planeWave_newton (q t : ℝ) (j : ℤ) :
    HasDerivAt (fun s => Real.cos (q * j - frequency q * s))
        (frequency q * Real.sin (q * j - frequency q * t)) t ∧
      HasDerivAt (fun s => frequency q * Real.sin (q * j - frequency q * s))
        (-restoringForce (fun i => Real.cos (q * i - frequency q * t)) j) t := by
  have h : HasDerivAt (fun s => q * j - frequency q * s) (-frequency q) t :=
    (((hasDerivAt_id' t).const_mul (frequency q)).const_sub (q * j)).congr_deriv (by ring)
  have hD : frequency q ^ 2 = D q := Real.sq_sqrt (tsum_nonneg (bondTerm_nonneg q))
  -- the wave is an eigenvector of the restoring force
  have hF : restoringForce (fun i => Real.cos (q * i - frequency q * t)) j
      = D q * Real.cos (q * j - frequency q * t) := by
    unfold restoringForce D
    rw [← tsum_mul_right]
    refine tsum_congr fun n => ?_
    simp only [bondTerm, pairStiffness]
    push_cast
    rw [show q * ((j : ℝ) + (n + 1)) - frequency q * t
        = (q * j - frequency q * t) + q * (n + 1) by ring,
      show q * ((j : ℝ) - (n + 1)) - frequency q * t
        = (q * j - frequency q * t) - q * (n + 1) by ring, Real.cos_add, Real.cos_sub]
    ring
  refine ⟨h.cos.congr_deriv (by ring), (h.sin.const_mul (frequency q)).congr_deriv ?_⟩
  rw [hF, ← hD]
  ring

end

end PlaneWaveNewton
```

The compiler's answer:

```
Try this:
  [apply] ring_nf
  
  The `ring` tactic failed to close the goal. Use `ring_nf` to obtain a normal form.
    
  Note that `ring` works primarily in *commutative* rings. If you have a noncommutative ring, abelian group or module, consider using `noncomm_ring`, `abel` or `module` instead.
Main.lean:43:52: error: unsolved goals
q t : ℝ
j : ℤ
h : HasDerivAt (fun s => q * ↑j - frequency q * s) (-frequency q) t
hD : frequency q ^ 2 = D q
n : ℕ
⊢ (1 + ↑n * 3 + ↑n ^ 2 * 3 + ↑n ^ 3)⁻¹ * Real.cos (q * ↑j) * Real.cos (frequency q * t) * 4 -
              (1 + ↑n * 3 + ↑n ^ 2 * 3 + ↑n ^ 3)⁻¹ * Real.cos (q * ↑j) * Real.cos (frequency q * t) *
                  Real.cos (↑n * q + q) *
                2 +
            (1 + ↑n * 3 + ↑n ^ 2 * 3 + ↑n ^ 3)⁻¹ * Real.sin (q * ↑j) * Real.sin (frequency q * t) * 4 -
          (1 + ↑n * 3 + ↑n ^ 2 * 3 + ↑n ^ 3)⁻¹ * Real.sin (q * ↑j) * Real.sin (frequency q * t) *
              Real.cos (↑n * q + q) *
            2 +
        (1 + ↑n * 3 + ↑n ^ 2 * 3 + ↑n ^ 3)⁻¹ * Real.sin (q * ↑j - frequency q * t) * Real.sin (↑n * q + q) * 2 -
      (1 + ↑n * 3 + ↑n ^ 2 * 3 + ↑n ^ 3)⁻¹ * Real.cos (-(↑n * q) - q + q * ↑j - frequency q * t) * 2 =
    (1 + ↑n * 3 + ↑n ^ 2 * 3 + ↑n ^ 3)⁻¹ * Real.cos (q * ↑j) * Real.cos (frequency q * t) * 4 -
          (1 + ↑n * 3 + ↑n ^ 2 * 3 + ↑n ^ 3)⁻¹ * Real.cos (q * ↑j) * Real.cos (frequency q * t) *
              Real.cos (↑n * q + q) *
            4 +
        (1 + ↑n * 3 + ↑n ^ 2 * 3 + ↑n ^ 3)⁻¹ * Real.sin (q * ↑j) * Real.sin (frequency q * t) * 4 -
      (1 + ↑n * 3 + ↑n ^ 2 * 3 + ↑n ^ 3)⁻¹ * Real.sin (q * ↑j) * Real.sin (frequency q * t) * Real.cos (↑n * q + q) * 4
```

What went wrong. The "Try this" message says that `ring` did not close its goal, and the error shows what was left of `hF`, for a single `n`.

The bare `Real.cos_sub` was meant for the neighbour on the left, cos((qj − ωt) − q(n+1)). But cos(qj − ωt), the wave at ion j itself, is also the cosine of a difference. `rw` fixes a lemma's variables at the first match and rewrites only that instance. Here it matched the wave itself, so the goal contains products such as `Real.cos (q * ↑j) * Real.cos (frequency q * t)`, while the left neighbour's cosine is still unexpanded. `ring` knows no trigonometric identities, so it cannot relate the two.

The repair gives `Real.cos_sub` its arguments, so that it expands the left neighbour and leaves cos(qj − ωt) whole. The sine terms of the two neighbours then cancel, and `ring` closes the goal.

`Real.cos_add` had already expanded the right neighbour correctly, so its new arguments are mere tidying. So is the reworded comment, which now also covers a wave that vanishes at every ion, as an eigenvector may not.

After these edits no error is left:

```diff
@@ -39,5 +39,5 @@
     (((hasDerivAt_id' t).const_mul (frequency q)).const_sub (q * j)).congr_deriv (by ring)
   have hD : frequency q ^ 2 = D q := Real.sq_sqrt (tsum_nonneg (bondTerm_nonneg q))
-  -- the wave is an eigenvector of the restoring force
+  -- `restoringForce` multiplies the wave by `D q`
   have hF : restoringForce (fun i => Real.cos (q * i - frequency q * t)) j
       = D q * Real.cos (q * j - frequency q * t) := by
@@ -50,5 +50,7 @@
         = (q * j - frequency q * t) + q * (n + 1) by ring,
       show q * ((j : ℝ) - (n + 1)) - frequency q * t
-        = (q * j - frequency q * t) - q * (n + 1) by ring, Real.cos_add, Real.cos_sub]
+        = (q * j - frequency q * t) - q * (n + 1) by ring,
+      Real.cos_add (q * j - frequency q * t) (q * (n + 1)),
+      Real.cos_sub (q * j - frequency q * t) (q * (n + 1))]
     ring
   refine ⟨h.cos.congr_deriv (by ring), (h.sin.const_mul (frequency q)).congr_deriv ?_⟩
```
